# Kramers' stationary solution at a parabolic barrier and its flux

Q: A particle in a heat bath crosses a potential barrier. Collisions near the top can send it back, so the current over the barrier depends on the friction. Take unit mass, position $x$, velocity $v$, friction coefficient $\gamma$, temperature $T$ in energy units, and the barrier $U(x)=-\omega^2x^2/2$ with frequency $\omega$. I am told that the reduction factor $\sqrt{1+(\gamma/2\omega)^2}-\gamma/2\omega$ has been verified formally. I doubt that a Lean statement contains that physics. Where does the candidate density come from?

A: The phase-space density $\rho(x,v)$ is stationary when the Klein-Kramers operator annihilates it. For a force $f(x)$,
$$L\rho=-v\,\partial_x\rho-f(x)\,\partial_v\rho+\gamma\,\partial_v\!\left(v\rho+T\,\partial_v\rho\right),$$
and here $f(x)=-U'(x)=\omega^2x$. Let $B(x,v)=e^{-(v^2-\omega^2x^2)/2T}$ be the Boltzmann factor and try $\rho=F(u)\,B$ with $u=v-ax$, for a constant $a$ and a function $F$ of one variable. Substitution gives
$$L\rho=B\left[\big((a-\gamma)v-\omega^2x\big)F'(u)+\gamma T\,F''(u)\right].$$
The coefficient of $F'$ is a multiple $\lambda u$ of $u$ when $\lambda=a-\gamma$ and $\lambda a=\omega^2$, that is, $a=\lambda+\gamma$ and $\lambda^2+\gamma\lambda=\omega^2$. Then $\gamma T F''=-\lambda uF'$, so $F'\propto e^{-bu^2}$ with $b=\lambda/(2\gamma T)$, which is integrable for the positive root $\lambda$. That is the motivation. The file takes the resulting $\rho$ as a definition and verifies it.

```lean
import Mathlib

open Real MeasureTheory Set Filter Topology

namespace KramersBarrier

noncomputable section
```

The normalised Gaussian $G(s)=\sqrt{b/\pi}\,e^{-bs^2}$ is `gauss b s`, and $F(u)=\int_{-\infty}^uG(s)\,ds$ is `gaussCdf b u`, where `Iic u` is the half-line $(-\infty,u]$.

```lean
/-- The Gaussian `√(b/π) exp(-b s²)`. -/
def gauss (b s : ℝ) : ℝ := √(b / π) * exp (-b * s ^ 2)

/-- The cumulative `F(u)` of the Gaussian, its integral over `(-∞, u]`. -/
def gaussCdf (b u : ℝ) : ℝ := ∫ s in Iic u, gauss b s
```

The factor $B$ is `boltzmann`, and $\rho=F\big(v-(\lambda+\gamma)x\big)B$ is `rho`. Lean writes `l` for $\lambda$.

```lean
/-- Boltzmann factor of a unit mass on the parabolic barrier `U = -ω² x²/2`. -/
def boltzmann (ω T x v : ℝ) : ℝ := exp (-(v ^ 2 - ω ^ 2 * x ^ 2) / (2 * T))

/-- The phase-space density `F(v - (λ+γ)x) exp(-(v² - ω²x²)/2T)`, with `b = λ/(2γT)` in `F`. -/
def rho (γ ω T l x v : ℝ) : ℝ :=
  gaussCdf (l / (2 * γ * T)) (v - (l + γ) * x) * boltzmann ω T x v
```

Q: The operator is where a sign or a factor could slip in unseen. Show me that it is the one you wrote.

A: It is defined for an arbitrary force `f` and an arbitrary function `ρ` of two real variables, so its definition carries nothing of the solution. The expression `deriv (fun y => ρ y v) x` is $\partial_x\rho$ at fixed $v$, and `deriv (ρ x) v` is $\partial_v\rho$ at fixed $x$. The last term is $\gamma$ times the velocity derivative of $v\rho+T\partial_v\rho$, which fixes the velocity diffusion coefficient at $\gamma T$. Unit mass and Boltzmann's constant equal to one are built in. The reduction factor has its own name, `kramersFactor`.

```lean
/-- Klein-Kramers operator `-v ∂ₓρ - f(x) ∂ᵥρ + γ ∂ᵥ(vρ + T ∂ᵥρ)` for a force `f`. -/
def kleinKramers (f : ℝ → ℝ) (γ T : ℝ) (ρ : ℝ → ℝ → ℝ) (x v : ℝ) : ℝ :=
  -v * deriv (fun y => ρ y v) x - f x * deriv (ρ x) v
    + γ * deriv (fun w => w * ρ x w + T * deriv (ρ x) w) v

/-- Kramers' transmission factor `√(1 + (γ/2ω)²) - γ/2ω`. -/
def kramersFactor (γ ω : ℝ) : ℝ := √(1 + (γ / (2 * ω)) ^ 2) - γ / (2 * ω)
```

Q: You call $F$ a normalised cumulative. A definition as an integral does not make it one.

A: Three lemmas do, each for $b>0$. First, `gauss_normalised` shows that $G$ is integrable with $\int G=\sqrt{b/\pi}\,\sqrt{\pi/b}=1$. The Gaussian integral is `integral_gaussian`, and `e` collapses the product under the root.

```lean
/-- For `b > 0` the Gaussian is integrable with total weight one. -/
theorem gauss_normalised {b : ℝ} (hb : 0 < b) :
    Integrable (gauss b) ∧ ∫ s, gauss b s = 1 := by
  refine ⟨(integrable_exp_neg_mul_sq hb).const_mul _, ?_⟩
  have e : b / π * (π / b) = 1 := by field_simp
  simp only [gauss]
  rw [integral_const_mul, integral_gaussian, ← Real.sqrt_mul (div_pos hb pi_pos).le, e,
    Real.sqrt_one]
```

Second, $F'=G$. The proof writes $F(w)=F(0)+\int_0^wG$ and applies the fundamental theorem of calculus to the continuous integrand.

```lean
/-- The derivative of the cumulative is the Gaussian. -/
theorem gaussCdf_hasDerivAt {b : ℝ} (hb : 0 < b) (u : ℝ) :
    HasDerivAt (gaussCdf b) (gauss b u) u := by
  have hi := (gauss_normalised hb).1
  have hc : Continuous (gauss b) := by
    show Continuous fun s : ℝ => √(b / π) * exp (-b * s ^ 2)
    fun_prop
  have e : gaussCdf b = fun w => gaussCdf b 0 + ∫ s in (0 : ℝ)..w, gauss b s := by
    funext w
    have : (∫ s in Iic w, gauss b s) - ∫ s in Iic 0, gauss b s = ∫ s in (0 : ℝ)..w, gauss b s :=
      intervalIntegral.integral_Iic_sub_Iic hi.integrableOn hi.integrableOn
    simp only [gaussCdf]
    linarith
  rw [e]
  exact (hc.integral_hasStrictDerivAt 0 u).hasDerivAt.const_add _
```

Third, $0\le F\le1$, because $G\ge0$ has total weight one, and $F\to1$ at $+\infty$, $F\to0$ at $-\infty$. The half-lines `Iic u` exhaust the real line as $u\to+\infty$, which gives the first limit. For the second, `e` writes $F(u)=1-\int_u^\infty G$, and that integral tends to one as $u\to-\infty$. At fixed $v$ the argument $v-(\lambda+\gamma)x$ runs to $+\infty$ on the side $x\to-\infty$ and to $-\infty$ on the other, so these limits of $F=\rho/B$ describe equilibrated reactants on the left and an empty product side on the right.

```lean
/-- The cumulative lies between 0 and 1, tends to 1 at `+∞` and to 0 at `-∞`. -/
theorem gaussCdf_bounds {b : ℝ} (hb : 0 < b) :
    (∀ u, 0 ≤ gaussCdf b u ∧ gaussCdf b u ≤ 1) ∧
      Tendsto (gaussCdf b) atTop (𝓝 1) ∧ Tendsto (gaussCdf b) atBot (𝓝 0) := by
  obtain ⟨hi, h1⟩ := gauss_normalised hb
  have hn : ∀ s, 0 ≤ gauss b s := fun s => by unfold gauss; positivity
  have c1 : AECover (volume : Measure ℝ) atTop fun u : ℝ => Iic u := aecover_Iic tendsto_id
  have c2 : AECover (volume : Measure ℝ) atBot fun u : ℝ => Ioi u := aecover_Ioi tendsto_id
  have t1 := c1.integral_tendsto_of_countably_generated hi
  have t2 := c2.integral_tendsto_of_countably_generated hi
  rw [h1] at t1 t2
  refine ⟨fun u => ⟨setIntegral_nonneg measurableSet_Iic fun s _ => hn s,
    (setIntegral_le_integral hi (Eventually.of_forall hn)).trans h1.le⟩, t1, ?_⟩
  have e : gaussCdf b = fun u => 1 - ∫ s in Ioi u, gauss b s := by
    funext u
    have := integral_add_compl (measurableSet_Iic : MeasurableSet (Iic u)) hi
    rw [compl_Iic, h1] at this
    simp only [gaussCdf]
    linarith
  have t3 := t2.const_sub 1
  rw [sub_self] at t3
  rw [e]
  exact t3
```

Q: Lean's `deriv` returns zero where a function is not differentiable, and its integral returns zero for a function that is not integrable. Then $L\rho=0$ might hold for an empty reason.

A: The lemmas exclude that. The first derivatives are established with `HasDerivAt`, which includes differentiability; the function under the outer velocity derivative is identified with an explicit Gaussian before it is differentiated; and the flux lemma states integrability of $v\rho$ next to a positive value. By hand, with $G$ evaluated at $u=v-(\lambda+\gamma)x$, the chain and product rules give
$$\partial_x\rho=-(\lambda+\gamma)\,GB+\frac{\omega^2x}{T}\rho,\qquad \partial_v\rho=GB-\frac{v}{T}\rho .$$
In `rho_hasDerivAt` each half follows this: `h1` differentiates $u$, `h2` the exponent of $B$, `h3` is the chain rule through $F$, and `fun_mul` is the product rule. The quadratic for $\lambda$ is not needed yet.

```lean
variable {γ ω T l : ℝ}

/-- The partial derivatives of the density in position and in velocity. -/
theorem rho_hasDerivAt (hγ : 0 < γ) (hT : 0 < T) (hl : 0 < l) (ω x v : ℝ) :
    HasDerivAt (fun y => rho γ ω T l y v)
      (-(l + γ) * (gauss (l / (2 * γ * T)) (v - (l + γ) * x) * boltzmann ω T x v)
        + ω ^ 2 * x / T * rho γ ω T l x v) x ∧
    HasDerivAt (rho γ ω T l x)
      (gauss (l / (2 * γ * T)) (v - (l + γ) * x) * boltzmann ω T x v
        - v / T * rho γ ω T l x v) v := by
  have hb : 0 < l / (2 * γ * T) := by positivity
  have hsq : ∀ y : ℝ, HasDerivAt (fun y : ℝ => y ^ 2) (2 * y) y := fun y => by
    simpa using hasDerivAt_pow 2 y
  constructor
  · have h1 : HasDerivAt (fun y => v - (l + γ) * y) (-(l + γ)) x :=
      (((hasDerivAt_id' x).const_mul (l + γ)).const_sub v).congr_deriv (by ring)
    have h2 : HasDerivAt (fun y => -(v ^ 2 - ω ^ 2 * y ^ 2) / (2 * T)) (ω ^ 2 * x / T) x :=
      ((((hsq x).const_mul (ω ^ 2)).const_sub (v ^ 2)).fun_neg.div_const (2 * T)).congr_deriv
        (by ring)
    have h3 := (gaussCdf_hasDerivAt hb _).comp x h1
    exact (h3.fun_mul h2.exp).congr_deriv (by simp only [rho, boltzmann, Function.comp]; ring)
  · have h1 : HasDerivAt (fun w => w - (l + γ) * x) 1 v := (hasDerivAt_id' v).sub_const _
    have h2 : HasDerivAt (fun w => -(w ^ 2 - ω ^ 2 * x ^ 2) / (2 * T)) (-v / T) v :=
      (((hsq v).sub_const (ω ^ 2 * x ^ 2)).fun_neg.div_const (2 * T)).congr_deriv (by ring)
    have h3 := (gaussCdf_hasDerivAt hb _).comp v h1
    exact (h3.fun_mul h2.exp).congr_deriv (by simp only [rho, boltzmann, Function.comp]; ring)
```

Q: Then where does $\lambda^2+\gamma\lambda=\omega^2$ enter?

A: First in the product $GB$. Its exponent is $-N/(2\gamma T)$ with $N=\lambda(v-ax)^2+\gamma v^2-\gamma\omega^2x^2$ and $a=\lambda+\gamma$. Put $\omega^2=\lambda a$ and expand:
$$N=av^2-2\lambda a\,vx+\lambda a(a-\gamma)x^2=a\,(v-\lambda x)^2 .$$
Hence
$$GB=\sqrt{b/\pi}\;e^{-(\lambda+\gamma)(v-\lambda x)^2/(2\gamma T)} .$$
In `complete_square` the two exponentials are merged, $\omega^2$ is replaced through the hypothesis `h`, and the polynomial identity between exponents is closed after clearing denominators.

```lean
/-- The Gaussian at `v - (λ+γ)x` times the Boltzmann factor is a Gaussian in `v - λx`. -/
theorem complete_square (hγ : 0 < γ) (hT : 0 < T) (h : l ^ 2 + γ * l = ω ^ 2) (x v : ℝ) :
    gauss (l / (2 * γ * T)) (v - (l + γ) * x) * boltzmann ω T x v
      = √(l / (2 * γ * T) / π) * exp (-((l + γ) / (2 * γ * T)) * (v - l * x) ^ 2) := by
  unfold gauss boltzmann
  rw [mul_assoc (√_), ← exp_add, ← h]
  congr 2
  field_simp
  all_goals ring
```

Now the equation. In the streaming terms the contributions proportional to $\rho$ cancel:
$$-v\,\partial_x\rho-\omega^2x\,\partial_v\rho=\big[(\lambda+\gamma)v-\omega^2x\big]GB=(\lambda+\gamma)(v-\lambda x)\,GB,$$
where the last step uses the quadratic a second time. In the friction term $v\rho+T\partial_v\rho=T\,GB$, and differentiating the completed square gives
$$\gamma\,\partial_v(T\,GB)=-\gamma T\,\frac{2(\lambda+\gamma)(v-\lambda x)}{2\gamma T}\,GB=-(\lambda+\gamma)(v-\lambda x)\,GB .$$
The sum vanishes. In `rho_stationary`, `e` is the identity $v\rho+T\partial_v\rho=T\,GB$ as an equality of functions of the velocity, `hd` is its derivative, and `hk` is the cancellation of $\gamma T$. The exponential and the prefactor are then renamed `E` and `c`, and the final `linear_combination` uses `hk` for the friction term and `h` to turn $\omega^2x$ into $\lambda(\lambda+\gamma)x$.

```lean
/-- The density solves the stationary Klein-Kramers equation for the force `ω² x`. -/
theorem rho_stationary (hγ : 0 < γ) (hT : 0 < T) (hl : 0 < l) (h : l ^ 2 + γ * l = ω ^ 2)
    (x v : ℝ) : kleinKramers (fun y => ω ^ 2 * y) γ T (rho γ ω T l) x v = 0 := by
  have hx := (rho_hasDerivAt hγ hT hl ω x v).1.deriv
  have hv := fun w => (rho_hasDerivAt hγ hT hl ω x w).2.deriv
  -- the bracket in the friction term `vρ + T ∂ᵥρ` is a pure Gaussian
  have e : (fun w => w * rho γ ω T l x w + T * deriv (rho γ ω T l x) w) = fun w =>
      T * (√(l / (2 * γ * T) / π) * exp (-((l + γ) / (2 * γ * T)) * (w - l * x) ^ 2)) := by
    funext w
    have hw : T * (w / T) = w := by field_simp
    rw [hv, ← complete_square hγ hT h]
    linear_combination (-(rho γ ω T l x w)) * hw
  have h1 : HasDerivAt (fun w => (w - l * x) ^ 2) (2 * (v - l * x)) v :=
    (((hasDerivAt_id' v).sub_const (l * x)).fun_pow 2).congr_deriv (by norm_num)
  have hd := (((h1.const_mul (-((l + γ) / (2 * γ * T)))).exp.const_mul
    (√(l / (2 * γ * T) / π))).const_mul T).deriv
  have hk : γ * T * ((l + γ) / (2 * γ * T) * 2) = l + γ := by field_simp
  simp only [kleinKramers]
  rw [e, hd, hx, hv, complete_square hγ hT h]
  generalize exp (-((l + γ) / (2 * γ * T)) * (v - l * x) ^ 2) = E
  generalize √(l / (2 * γ * T) / π) = c
  linear_combination (-(c * E) * (v - l * x)) * hk + (c * E * x) * h
```

Q: The flux is what I care about. It is usually evaluated at the barrier top. By hand I would drop a boundary term there without comment.

A: The statement covers every $x$, with $x=0$ as a special case. Integrate $\partial_v\rho=GB-v\rho/T$ over all $v$. The left side gives zero, so
$$\int v\rho\,dv=T\int GB\,dv=T\sqrt{\frac{\lambda}{2\pi\gamma T}}\sqrt{\frac{2\pi\gamma T}{\lambda+\gamma}}=T\sqrt{\frac{\lambda}{\lambda+\gamma}}=\frac{T\lambda}{\omega},$$
since $\lambda/(\lambda+\gamma)=\lambda^2/\omega^2$ and $\lambda/\omega>0$. The position appears only as the shift $\lambda x$ of the Gaussian and drops out, which is `hs`. Most of `rho_flux` justifies the boundary term that you would drop. At fixed $x$, `hB` factors $B$ into a constant times $e^{-v^2/2T}$, so $B$ and $vB$ are integrable (`iB`, `iVB`). The bound $|\rho|\le|B|$ from $0\le F\le1$ is `hle`, and it makes $\rho$ and $v\rho$ integrable (`iR`, `iVR`). A differentiable function that is integrable together with its derivative has $\int\partial_v\rho\,dv=0$, which is `hz`. The identity `e` rewrites the product under the two roots as $(\lambda/\omega)^2$, and the last line multiplies by $T$. The hypothesis $\omega>0$ first appears here, to choose the sign of the root.

```lean
/-- At every position the flux integrand `vρ` is integrable and the flux is `Tλ/ω`. -/
theorem rho_flux (hγ : 0 < γ) (hω : 0 < ω) (hT : 0 < T) (hl : 0 < l)
    (h : l ^ 2 + γ * l = ω ^ 2) (x : ℝ) :
    Integrable (fun v => v * rho γ ω T l x v) ∧ ∫ v, v * rho γ ω T l x v = T * l / ω := by
  have hb : 0 < l / (2 * γ * T) := by positivity
  have hk : 0 < (l + γ) / (2 * γ * T) := by positivity
  have hc : 0 < 1 / (2 * T) := by positivity
  have hd : ∀ v, HasDerivAt (rho γ ω T l x) (√(l / (2 * γ * T) / π)
      * exp (-((l + γ) / (2 * γ * T)) * (v - l * x) ^ 2) - T⁻¹ * (v * rho γ ω T l x v)) v :=
    fun v => (rho_hasDerivAt hγ hT hl ω x v).2.congr_deriv
      (by rw [complete_square hγ hT h]; ring)
  have hB : ∀ v, boltzmann ω T x v
      = exp (ω ^ 2 * x ^ 2 / (2 * T)) * exp (-(1 / (2 * T)) * v ^ 2) := fun v => by
    unfold boltzmann
    rw [← exp_add]
    congr 1
    ring
  have iB : Integrable fun v => boltzmann ω T x v := by
    simp only [hB]
    exact (integrable_exp_neg_mul_sq hc).const_mul _
  have iVB : Integrable fun v => v * boltzmann ω T x v := by
    refine ((integrable_mul_exp_neg_mul_sq hc).const_mul (exp (ω ^ 2 * x ^ 2 / (2 * T)))).congr
      (ae_of_all _ fun v => ?_)
    simp only [hB]
    ring
  -- `ρ` is dominated by the Boltzmann factor since `0 ≤ F ≤ 1`
  have cont : Continuous (rho γ ω T l x) :=
    continuous_iff_continuousAt.2 fun v => (hd v).continuousAt
  have cV : Continuous fun v => v * rho γ ω T l x v := continuous_id.mul cont
  have hle : ∀ v, ‖rho γ ω T l x v‖ ≤ ‖boltzmann ω T x v‖ := fun v => by
    unfold rho
    rw [norm_mul, Real.norm_of_nonneg ((gaussCdf_bounds hb).1 _).1]
    exact mul_le_of_le_one_left (norm_nonneg _) ((gaussCdf_bounds hb).1 _).2
  have iR : Integrable (rho γ ω T l x) := iB.mono cont.aestronglyMeasurable (ae_of_all _ hle)
  have iVR : Integrable fun v => v * rho γ ω T l x v :=
    iVB.mono cV.aestronglyMeasurable (ae_of_all _ fun v => by
      simp only [norm_mul]
      exact mul_le_mul_of_nonneg_left (hle v) (norm_nonneg _))
  have iG := ((integrable_exp_neg_mul_sq hk).comp_sub_right (l * x)).const_mul
    (√(l / (2 * γ * T) / π))
  have hs : ∫ v, exp (-((l + γ) / (2 * γ * T)) * (v - l * x) ^ 2)
      = √(π / ((l + γ) / (2 * γ * T))) :=
    (integral_sub_right_eq_self (fun v : ℝ => exp (-((l + γ) / (2 * γ * T)) * v ^ 2))
      (l * x)).trans (integral_gaussian _)
  have h' : ω ^ 2 = l * (l + γ) := by linear_combination (-1) * h
  have e : l / (2 * γ * T) / π * (π / ((l + γ) / (2 * γ * T))) = (l / ω) ^ 2 := by
    rw [div_pow, h']
    field_simp
  -- the integral of `∂ᵥρ` over all velocities vanishes
  have hz : ∫ v, (√(l / (2 * γ * T) / π) * exp (-((l + γ) / (2 * γ * T)) * (v - l * x) ^ 2)
      - T⁻¹ * (v * rho γ ω T l x v)) = 0 :=
    integral_eq_zero_of_hasDerivAt_of_integrable hd (iG.sub (iVR.const_mul T⁻¹)) iR
  rw [integral_sub iG (iVR.const_mul T⁻¹), integral_const_mul, integral_const_mul, hs,
    ← Real.sqrt_mul (div_pos hb pi_pos).le, e, Real.sqrt_sq (div_pos hl hω).le] at hz
  refine ⟨iVR, ?_⟩
  linear_combination (-T) * hz - (∫ v, v * rho γ ω T l x v) * mul_inv_cancel₀ hT.ne'
```

Q: You assume a positive $\lambda$ with $\lambda^2+\gamma\lambda=\omega^2$. If none existed, everything above would be vacuous.

A: Set $r=\lambda/\omega$ and $g=\gamma/2\omega$, the `r` and `g` of the proof. The quadratic becomes $r^2+2gr=1$ (`h1`), or $(r+g)^2=1+g^2$ (`h4`). From $r>0$ and $r(r+2g)=1$ follows $r+2g>0$, so $r+g\ge0$ and $r=\sqrt{1+g^2}-g$. Conversely, that value is positive because $g<\sqrt{1+g^2}$ (`hg`), and squaring returns the quadratic. The lemma `root_iff` is this equivalence, for $\omega>0$ and any real $\gamma$. Read from right to left it shows that $\omega$ times `kramersFactor γ ω` is a positive root; read from left to right it shows that there is no other.

```lean
/-- `λ` is a positive root of `λ² + γλ = ω²` exactly when `λ/ω` is Kramers' factor. -/
theorem root_iff (hω : 0 < ω) :
    (0 < l ∧ l ^ 2 + γ * l = ω ^ 2) ↔ l / ω = kramersFactor γ ω := by
  unfold kramersFactor
  obtain ⟨r, rfl⟩ : ∃ r, l = r * ω := ⟨l / ω, by field_simp⟩
  obtain ⟨g, rfl⟩ : ∃ g, γ = g * (2 * ω) := ⟨γ / (2 * ω), by field_simp⟩
  have e1 : r * ω / ω = r := by field_simp
  have e2 : g * (2 * ω) / (2 * ω) = g := by field_simp
  rw [e1, e2]
  constructor
  · rintro ⟨hp, h⟩
    have hr : 0 < r := by
      by_contra hn
      nlinarith [mul_nonneg (neg_nonneg.2 (not_lt.1 hn)) hω.le]
    have h1 : r ^ 2 + 2 * g * r = 1 :=
      mul_right_cancel₀ (pow_pos hω 2).ne' (by linear_combination h)
    have h2 : 0 < r + 2 * g := by
      by_contra hn
      nlinarith [mul_nonneg hr.le (neg_nonneg.2 (not_lt.1 hn))]
    have h3 : 0 ≤ r + g := by linarith
    have h4 : 1 + g ^ 2 = (r + g) ^ 2 := by linear_combination (-1) * h1
    rw [h4, Real.sqrt_sq h3]
    ring
  · intro h
    have hs := Real.sq_sqrt (by positivity : 0 ≤ 1 + g ^ 2)
    have hg : g < √(1 + g ^ 2) := Real.lt_sqrt_of_sq_lt (by linarith)
    rw [h]
    exact ⟨mul_pos (sub_pos.2 hg) hω, by linear_combination ω ^ 2 * hs⟩
```

Q: Read me the final statement in words.

A: For real $\gamma,\omega,T,\lambda>0$ with $\lambda^2+\gamma\lambda=\omega^2$, three things hold. The operator with force $\omega^2x$ applied to $\rho$ vanishes at every point $(x,v)$. The flux $\int v\rho(x,v)\,dv$ equals $T\lambda/\omega$ at every $x$. And $\lambda/\omega=\sqrt{1+(\gamma/2\omega)^2}-\gamma/2\omega$. The proof of `kramers_barrier` collects the three preceding lemmas; the integrability of $v\rho$ is stated in `rho_flux` and not repeated.

```lean
/-- Kramers' parabolic-barrier solution: the density is stationary, carries the flux `Tλ/ω`
at every position, and `λ/ω` equals Kramers' factor. -/
theorem kramers_barrier (hγ : 0 < γ) (hω : 0 < ω) (hT : 0 < T) (hl : 0 < l)
    (h : l ^ 2 + γ * l = ω ^ 2) :
    (∀ x v, kleinKramers (fun y => ω ^ 2 * y) γ T (rho γ ω T l) x v = 0) ∧
      (∀ x, ∫ v, v * rho γ ω T l x v = T * l / ω) ∧ l / ω = kramersFactor γ ω :=
  ⟨rho_stationary hγ hT hl h, fun x => (rho_flux hγ hω hT hl h x).2, (root_iff hω).1 ⟨hl, h⟩⟩

end

end KramersBarrier
```

```lean
#print axioms KramersBarrier.kramers_barrier
```

```
'KramersBarrier.kramers_barrier' depends on axioms: [propext, Classical.choice, Quot.sound]
```

Q: A flux of $T\lambda/\omega$ is not a rate. In what sense is this Kramers' result?

A: It is the barrier-top part. The density is normalised by $F\to1$, not to unit probability, and it is not normalisable on the reactant side, where $B$ grows with $|x|$. The natural comparison is the one-way equilibrium flux $\int_0^\infty v\,e^{-v^2/2T}dv=T$ at $x=0$, relative to which the flux is reduced by the factor $\lambda/\omega$. An escape rate would further need a well, its population and a matching of the two regions, and neither these nor the comparison integral appear in the theorems. The potential is an inverted parabola on the whole line, the Klein-Kramers operator is taken as the model and not derived from a Langevin equation, and $\rho$ is shown to be a solution, with no statement on uniqueness or on relaxation towards it. Since there is no well, the weak-friction regime in which energy supply to the trapped particle limits the rate lies beyond this model. For a classical particle in one dimension with memoryless friction at a purely parabolic barrier, $\lambda/\omega$ is the transmission coefficient that corrects transition-state theory for recrossings, and it gives a closed value against which a Langevin simulation of that model can be compared.
